# A finite reversible Markov chain has a complete set of real modes, orthonormal in the detailed-balance weights

The declaration concerns a stochastic matrix `P` on a finite set of states, in detailed balance with positive weights `π`. The weights need not sum to one; on a non-empty set of states, dividing them by their sum gives a stationary probability distribution. It states that `P` has real eigenvalues with real right eigenvectors that are orthonormal in the `π`-weighted inner product, and that every real function on the states expands in them. The attempt rescales `P` by the square roots `s i` of the weights to get a symmetric matrix `S`, takes an orthonormal eigenbasis of `S`, and divides its components by `s i` to get the modes of `P`.

This version doesn't compile in Lean 4 with Mathlib:

```lean
import Mathlib

open Matrix

namespace RelaxationModes

noncomputable section

variable {n : Type*} [Fintype n] [DecidableEq n]

/-- `P` is a stochastic matrix in detailed balance with the positive weights `π`
(which need not be normalised). -/
structure IsReversible (P : Matrix n n ℝ) (π : n → ℝ) : Prop where
  nonneg : ∀ i j, 0 ≤ P i j
  row_sum : ∀ i, ∑ j, P i j = 1
  pos : ∀ i, 0 < π i
  balance : ∀ i j, π i * P i j = π j * P j i

variable {P : Matrix n n ℝ} {π : n → ℝ}

/-- A reversible chain has real relaxation modes that are orthonormal and complete
in the `π`-weighted inner product. -/
theorem relaxation_modes (h : IsReversible P π) :
    ∃ (ev : n → ℝ) (φ : n → n → ℝ), (∀ k, P *ᵥ φ k = ev k • φ k) ∧
      (∀ k l, ∑ i, π i * φ k i * φ l i = if k = l then 1 else 0) ∧
      ∀ (f : n → ℝ) (i : n), f i = ∑ k, (∑ j, π j * φ k j * f j) * φ k i := by
  obtain ⟨s, hs, hq⟩ : ∃ s : n → ℝ, (∀ i, 0 < s i) ∧ ∀ i, π i = s i * s i :=
    ⟨fun i => Real.sqrt (π i), fun i => Real.sqrt_pos.mpr (h.pos i),
      fun i => (Real.mul_self_sqrt (h.pos i).le).symm⟩
  -- detailed balance makes the rescaled matrix symmetric
  obtain ⟨S, hSd⟩ : ∃ S : Matrix n n ℝ, ∀ i j, S i j = s i * P i j / s j :=
    ⟨fun i j => s i * P i j / s j, fun _ _ => rfl⟩
  have hS : S.IsHermitian := by
    ext i j
    have hb := h.balance i j
    rw [hq i, hq j] at hb
    rw [Matrix.conjTranspose_apply, star_trivial, hSd, hSd,
      div_eq_div_iff (hs i).ne' (hs j).ne']
    linear_combination -hb
  have key : ∀ x y : EuclideanSpace ℝ n, inner ℝ x y = ∑ i, x.ofLp i * y.ofLp i := by
    intro x y
    simp [PiLp.inner_apply, mul_comm]
  refine ⟨hS.eigenvalues, fun k i => (hS.eigenvectorBasis k).ofLp i / s i, ?_, ?_, ?_⟩
  · intro k
    ext i
    have e := congrFun (hS.mulVec_eigenvectorBasis k) i
    simp only [Matrix.mulVec, dotProduct, Pi.smul_apply, smul_eq_mul, hSd] at e ⊢
    rw [← mul_div_assoc, ← e, Finset.sum_div]
    refine Finset.sum_congr rfl fun j _ => ?_
    have hi := (hs i).ne'
    have hj := (hs j).ne'
    field_simp
  · intro k l
    rw [← orthonormal_iff_ite.mp hS.eigenvectorBasis.orthonormal k l, key]
    refine Finset.sum_congr rfl fun i _ => ?_
    have hi := (hs i).ne'
    rw [hq i]
    field_simp
  · intro f i
    have e := congrArg (fun y => y.ofLp i)
      (hS.eigenvectorBasis.sum_repr' (WithLp.toLp 2 (fun j => s j * f j)))
    simp only [key, WithLp.ofLp_sum, WithLp.ofLp_smul, Finset.sum_apply, Pi.smul_apply,
      smul_eq_mul] at e
    have hc : ∀ k, ∑ j, π j * ((hS.eigenvectorBasis k).ofLp j / s j) * f j
        = ∑ j, (hS.eigenvectorBasis k).ofLp j * (s j * f j) := by
      intro k
      refine Finset.sum_congr rfl fun j _ => ?_
      have hj := (hs j).ne'
      rw [hq j]
      field_simp
    simp only [hc, ← mul_div_assoc]
    rw [← Finset.sum_div, e, eq_div_iff (hs i).ne']
    ring

end

end RelaxationModes
```

The compiler's answer:

```
Main.lean:72:26: error: Tactic `rewrite` failed: Did not find an occurrence of the pattern
  ∑ x, (∑ x_1, (hS.eigenvectorBasis x).ofLp x_1 * (s x_1 * f x_1)) * (hS.eigenvectorBasis x).ofLp i
in the target expression
  f i = (∑ i_1, (∑ x, π x * (hS.eigenvectorBasis i_1).ofLp x / s x * f x) * (hS.eigenvectorBasis i_1).ofLp i) / s i

case refine_3
n : Type u_1
inst✝¹ : Fintype n
inst✝ : DecidableEq n
P : Matrix n n ℝ
π : n → ℝ
h : IsReversible P π
s : n → ℝ
hs : ∀ (i : n), 0 < s i
hq : ∀ (i : n), π i = s i * s i
S : Matrix n n ℝ
hSd : ∀ (i j : n), S i j = s i * P i j / s j
hS : S.IsHermitian
key : ∀ (x y : EuclideanSpace ℝ n), inner ℝ x y = ∑ i, x.ofLp i * y.ofLp i
f : n → ℝ
i : n
e : ∑ x, (∑ x_1, (hS.eigenvectorBasis x).ofLp x_1 * (s x_1 * f x_1)) * (hS.eigenvectorBasis x).ofLp i = s i * f i
hc :
  ∀ (k : n), ∑ j, π j * ((hS.eigenvectorBasis k).ofLp j / s j) * f j = ∑ j, (hS.eigenvectorBasis k).ofLp j * (s j * f j)
⊢ f i = (∑ i_1, (∑ x, π x * (hS.eigenvectorBasis i_1).ofLp x / s x * f x) * (hS.eigenvectorBasis i_1).ofLp i) / s i
Main.lean:71:15: warning: This simp argument is unused:
  hc

Hint: Omit it from the simp argument list.
  [apply] simp only [← mul_div_assoc]

Note: This linter can be disabled with `set_option linter.unusedSimpArgs false`
```

Fix (accepted with no message):

```diff
@@ -69,5 +69,6 @@
       rw [hq j]
       field_simp
-    simp only [hc, ← mul_div_assoc]
+    simp only [hc]
+    simp only [← mul_div_assoc]
     rw [← Finset.sum_div, e, eq_div_iff (hs i).ne']
     ring
```

The error and the warning have one cause, in the proof of the expansion. The fact `hc` rewrites a whole sum over `j` whose terms contain `π j * (… / s j)`. But `simp only` simplifies the terms inside a sum before it tries `hc` on the sum itself, and there `← mul_div_assoc` had already turned that product into `π j * … / s j`. The left side of `hc` then no longer matched, so Lean reports `hc` as unused. The inner sums kept their `π`, whereas `e` has them in the form `hc` would have produced, and so `rw` could not find the left side of `e` in the goal.

The repair splits the call in two. `simp only [hc]` now runs while the inner sums still have the form `hc` expects. `simp only [← mul_div_assoc]` then regroups the remaining division by `s i`, so that `← Finset.sum_div` can take it outside the outer sum and `e` matches.
